# The energy derivative at threshold of the interior logarithmic derivative for a square well

In units where ħ²/2m = 1, and with the energy E measured from the potential outside the well, the s-wave reduced radial function inside a square well of depth `q ^ 2` is sin(pr), where p² = q² + E. Its logarithmic derivative at the radius R is D(E) = p cos(pR)/sin(pR). The theorem states that D is differentiable in the energy at E = 0, with derivative (D(0) − q²R − R D(0)²)/(2q²). It assumes q > 0 and sin(qR) ≠ 0, so that sin(pr) does not vanish at R at threshold. The proof differentiates p with respect to E, differentiates p cos(pR)/sin(pR) with respect to p, and joins the two by the chain rule. What is left is to show that the derivative so obtained equals the stated one.

The first attempt, which Lean rejects:

```lean
import Mathlib

open Filter Topology Real

namespace WellDHasDerivAt

noncomputable section

/-- Logarithmic derivative at `R` of the interior wave `sin (p r)` in a square well of depth
`q²`, with `p² = q² + E`, for `q² + E ≥ 0` and `sin (p R) ≠ 0`. -/
def wellD (q R E : ℝ) : ℝ :=
  √(q ^ 2 + E) * cos (√(q ^ 2 + E) * R) / sin (√(q ^ 2 + E) * R)

/-- The energy derivative at threshold of the square-well logarithmic derivative, for `q > 0`
and `sin (q R) ≠ 0`. -/
theorem wellD_hasDerivAt {q R : ℝ} (hq : 0 < q) (hs : sin (q * R) ≠ 0) :
    HasDerivAt (wellD q R)
      ((wellD q R 0 - q ^ 2 * R - R * wellD q R 0 ^ 2) / (2 * q ^ 2)) 0 := by
  have p0 : √(q ^ 2 + 0) = q := by rw [add_zero, Real.sqrt_sq hq.le]
  have hp : HasDerivAt (fun E : ℝ => √(q ^ 2 + E)) (1 / (2 * q)) 0 := by
    have h := ((hasDerivAt_id' (0 : ℝ)).const_add (q ^ 2)).sqrt (by simpa using hq.ne')
    simp only [p0] at h
    exact h
  have hl : HasDerivAt (fun x : ℝ => x * R) R q := by
    simpa using (hasDerivAt_id' q).mul_const R
  have hF := ((hasDerivAt_id' q).fun_mul hl.cos).fun_div hl.sin hs
  have w0 : wellD q R 0 = q * cos (q * R) / sin (q * R) := by simp only [wellD, p0]
  refine (hF.comp_of_eq 0 hp (by simp [Real.sqrt_sq hq.le])).congr_deriv ?_
  rw [w0]
  field_simp

end

end WellDHasDerivAt
```

Compiling this gives:

```
Main.lean:18:75: error: unsolved goals
q R : ℝ
hq : 0 < q
hs : sin (q * R) ≠ 0
p0 : √(q ^ 2 + 0) = q
hp : HasDerivAt (fun E => √(q ^ 2 + E)) (1 / (2 * q)) 0
hl : HasDerivAt (fun x => x * R) R q
hF :
  HasDerivAt (fun y => y * cos (y * R) / sin (y * R))
    (((1 * cos (q * R) + q * (-sin (q * R) * R)) * sin (q * R) - q * cos (q * R) * (cos (q * R) * R)) / sin (q * R) ^ 2)
    q
w0 : wellD q R 0 = q * cos (q * R) / sin (q * R)
⊢ sin (q * R) * (cos (q * R) + -(q * R * sin (q * R))) - q * R * cos (q * R) ^ 2 =
    sin (q * R) * (cos (q * R) - q * R * sin (q * R)) - q * R * cos (q * R) ^ 2
```

As a diff, the version that Lean accepts:

```diff
@@ -29,4 +29,5 @@
   rw [w0]
   field_simp
+  ring
 
 end
```

Diagnosis. The one error, "unsolved goals", says that the proof ended with an equation still to be shown. The calculus had gone through, and what remained was the algebra of matching the two forms of the derivative. `field_simp` cleared the denominators but did not close the goal.

The two sides of the remaining equation differ only in one factor, which has `cos (q * R) + -(q * R * sin (q * R))` on the left and `cos (q * R) - q * R * sin (q * R)` on the right. Adding a negative is the same as subtracting, so the equation is true, but the sides are not written alike and `field_simp` left them so.

The added `ring` proves the equation by the laws of commutative rings, treating the sine and cosine as plain quantities. No trigonometric identity is needed.
